# With one Matsubara pole pair, a level's occupation strictly between 1/2 and 1/2 + 1/π belongs to exactly two chemical potentials

Take a single level at energy $e$, a chemical potential $\mu$ and a temperature $T>0$ in energy units ($k_B=1$), and set $u=(\mu-e)/T$. If only one pair of Matsubara poles is kept, the occupation of the level is

$$n(\mu)=\frac12+\frac{2u}{u^2+\pi^2}.$$

It never exceeds $1/2+1/\pi\approx0.818$, and it takes that value only at $\mu=e+\pi T$. Every value strictly between $1/2$ and this maximum is reached at exactly two chemical potentials, one on each side of $e+\pi T$.

The full Fermi function is $\frac12+\sum_{k\ge0}2u/(u^2+(2k+1)^2\pi^2)$, which increases with $\mu$ towards 1. The formula above keeps the $k=0$ term, so the maximum and the second solution are artefacts of the truncation. They can mislead a search for $\mu$ at fixed electron number when the density matrix is computed from a truncated Matsubara sum; the results here treat one non-interacting level and one pole pair.

```lean
import Mathlib

open Real

namespace SingleMatsubaraPair

noncomputable section
```

## The model and its candidate solutions

The occupation depends on $\mu$, $e$ and $T$ only through $u$, which the code calls `reduced`. All three arguments are real numbers.

```lean
/-- Chemical potential measured from the level `e` in units of the temperature `T`,
for `T ≠ 0`. -/
def reduced (T e mu : ℝ) : ℝ := (mu - e) / T
```

The function `occupation` is $n$, for one spin state of the level. The truncated formula is taken as the definition; the file does not derive it from the Fermi function.

```lean
/-- Occupation of a level at energy `e` when one Matsubara pole pair is kept,
for `T ≠ 0`. -/
def occupation (T e mu : ℝ) : ℝ :=
  1 / 2 + 2 * reduced T e mu / (reduced T e mu ^ 2 + π ^ 2)
```

To find where $n=\nu$, write $d=\nu-\frac12$. The condition becomes $d(u^2+\pi^2)=2u$, or $du^2-2u+d\pi^2=0$. For $d\neq0$ and $|\pi d|\le1$ its solutions are

$$u_\pm=\frac{1\pm s}{d},\qquad s=\sqrt{1-(\pi d)^2}.$$

The quantity $s$ is `splitting`.

```lean
/-- Square root of the reduced discriminant of the equation "occupation equals `ν`", when that
discriminant is nonnegative. -/
def splitting (ν : ℝ) : ℝ := √(1 - (π * (ν - 1 / 2)) ^ 2)
```

Returning from $u$ to $\mu=e+uT$ gives the two candidates. The first uses $u_-$.

```lean
/-- The candidate chemical potential for the occupation `ν` with the minus sign before the root; it
is the smaller candidate when `T > 0` and `1/2 < ν < 1/2 + 1/π`. -/
def lowerMu (T e ν : ℝ) : ℝ := e + (1 - splitting ν) / (ν - 1 / 2) * T
```

The second uses $u_+$. These are only definitions so far; that they solve the equation, and that nothing else does, is proved below.

```lean
/-- The candidate chemical potential for the occupation `ν` with the plus sign before the root; it
is the larger candidate when `T > 0` and `1/2 < ν < 1/2 + 1/π`. -/
def upperMu (T e ν : ℝ) : ℝ := e + (1 + splitting ν) / (ν - 1 / 2) * T
```

Passing between the two variables is a matter of multiplying by $T$: $(\mu-e)/T=u$ holds exactly when $\mu=e+uT$. The later proofs work with $u$ and use this lemma to state their conclusions for $\mu$.

```lean
/-- At positive temperature, the reduced variable equals `u` exactly when the chemical
potential is `e + u T`. -/
theorem reduced_eq_iff {T e mu u : ℝ} (hT : 0 < T) :
    reduced T e mu = u ↔ mu = e + u * T := by
  unfold reduced
  rw [div_eq_iff hT.ne']
  constructor <;> intro h <;> linarith
```

## Two simple poles at ±iπ

The rational term is a sum of two simple poles:

$$\frac1{u-i\pi}+\frac1{u+i\pi}=\frac{(u+i\pi)+(u-i\pi)}{(u-i\pi)(u+i\pi)}=\frac{2u}{u^2+\pi^2}.$$

For real $u$ neither denominator vanishes, because their imaginary parts are $-\pi$ and $\pi$. In the proof, `h1` and `h2` record this, `h3` factors the denominator using $i^2=-1$, and `key` puts the two fractions over a common denominator. The statement is an equality of complex numbers, with the real occupation embedded on the left.

In a calculation with an orthonormal basis, $e$ is replaced by the Hamiltonian matrix $H$, and the first pole becomes $T(\mu-H-i\pi T)^{-1}$. For a real symmetric $H$ the second pole gives the complex conjugate, so one complex inverse supplies both.

```lean
/-- The occupation is one half plus two simple poles, at the reduced chemical potentials
`iπ` and `-iπ`. -/
theorem occupation_eq_pole_pair (T e mu : ℝ) :
    (occupation T e mu : ℂ) = 1 / 2 + 1 / ((reduced T e mu : ℂ) - π * Complex.I)
      + 1 / ((reduced T e mu : ℂ) + π * Complex.I) := by
  have h1 : (reduced T e mu : ℂ) - π * Complex.I ≠ 0 := by
    intro h
    have him := congrArg Complex.im h
    simp at him
  have h2 : (reduced T e mu : ℂ) + π * Complex.I ≠ 0 := by
    intro h
    have him := congrArg Complex.im h
    simp at him
  -- the denominator factors over the complex numbers
  have h3 : (reduced T e mu : ℂ) ^ 2 + (π : ℂ) ^ 2 =
      ((reduced T e mu : ℂ) - π * Complex.I) * ((reduced T e mu : ℂ) + π * Complex.I) := by
    linear_combination (π : ℂ) ^ 2 * Complex.I_sq
  have key := div_add_div (1 : ℂ) 1 h1 h2
  have hnum : 1 * ((reduced T e mu : ℂ) + π * Complex.I)
      + ((reduced T e mu : ℂ) - π * Complex.I) * 1 = 2 * (reduced T e mu : ℂ) := by ring
  rw [hnum] at key
  unfold occupation
  push_cast
  rw [h3, add_assoc, key]
```

## The occupation condition as a quadratic

Since $u^2+\pi^2>0$, subtracting $\frac12$ from $n=\nu$ and multiplying by the denominator loses nothing:

$$n=\nu\iff\left(\nu-\tfrac12\right)(u^2+\pi^2)=2u.$$

This lemma and the previous one carry no condition on $T$; Lean sets the quotient $(\mu-e)/T$ to 0 at $T=0$, so their physical reading requires $T\neq0$.

```lean
/-- The occupation equals `ν` exactly when the reduced chemical potential `u` solves
`(ν - 1/2) (u² + π²) = 2 u`, which is quadratic for `ν ≠ 1/2`. -/
theorem occupation_eq_iff (T e mu ν : ℝ) :
    occupation T e mu = ν ↔
      (ν - 1 / 2) * (reduced T e mu ^ 2 + π ^ 2) = 2 * reduced T e mu := by
  have hD : reduced T e mu ^ 2 + π ^ 2 ≠ 0 := by positivity
  rw [← eq_div_iff hD]
  unfold occupation
  constructor <;> intro h <;> linarith
```

## The maximum at e + πT

The distance of $n$ from the claimed maximum is a square over a positive number:

$$\frac1\pi-\frac{2u}{u^2+\pi^2}=\frac{u^2+\pi^2-2\pi u}{\pi(u^2+\pi^2)}=\frac{(u-\pi)^2}{\pi(u^2+\pi^2)}\ge0.$$

This gives the bound. Equality forces $(u-\pi)^2=0$, hence $u=\pi$ and $\mu=e+\pi T$; conversely, $u=\pi$ makes the distance zero. The identity is `gap` in the proof and its sign is `hpos`. The theorem states the bound and the equality case together.

```lean
/-- At positive temperature the occupation never exceeds `1/2 + 1/π`, and it takes this
value only at the chemical potential `e + π T`. -/
theorem occupation_maximum {T : ℝ} (hT : 0 < T) (e mu : ℝ) :
    occupation T e mu ≤ 1 / 2 + 1 / π ∧
      (occupation T e mu = 1 / 2 + 1 / π ↔ mu = e + π * T) := by
  have hD : reduced T e mu ^ 2 + π ^ 2 ≠ 0 := by positivity
  -- the distance to the maximum is a square over a positive number
  have gap : 1 / π - 2 * reduced T e mu / (reduced T e mu ^ 2 + π ^ 2) =
      (reduced T e mu - π) ^ 2 / (π * (reduced T e mu ^ 2 + π ^ 2)) := by
    rw [div_sub_div _ _ Real.pi_ne_zero hD]
    congr 1
    ring
  have hpos : 0 ≤ (reduced T e mu - π) ^ 2 / (π * (reduced T e mu ^ 2 + π ^ 2)) := by
    positivity
  refine ⟨by unfold occupation; linarith, ?_⟩
  rw [← reduced_eq_iff hT]
  constructor
  · intro h
    unfold occupation at h
    have h0 : (reduced T e mu - π) ^ 2 / (π * (reduced T e mu ^ 2 + π ^ 2)) = 0 := by
      linarith
    rcases div_eq_zero_iff.mp h0 with h1 | h1
    · exact sub_eq_zero.mp (pow_eq_zero_iff two_ne_zero |>.mp h1)
    · exact absurd h1 (mul_ne_zero Real.pi_ne_zero hD)
  · intro h
    have h0 : (reduced T e mu - π) ^ 2 / (π * (reduced T e mu ^ 2 + π ^ 2)) = 0 := by
      rw [h, sub_self, zero_pow two_ne_zero, zero_div]
    unfold occupation
    linarith
```

## Exactly two chemical potentials

Let $\frac12<\nu<\frac12+\frac1\pi$ and put $p=\pi d$, so that $0<p<1$. Then $1-p^2>0$, and $s=\sqrt{1-p^2}$ satisfies $0<s<1$. Multiplying the quadratic by $d$ and completing the square gives

$$(du-1)^2=1-p^2=s^2,$$

$$(du-1+s)(du-1-s)=0.$$

Hence $u=u_-$ or $u=u_+$. Conversely, either value satisfies the quadratic multiplied by $d$, and since $d\neq0$ this factor can be removed.

It remains to place the roots. First, $u_->0$ because $s<1$. Next, $u_-<\pi$ means $1-s<p$, or $1-p<s$. Both sides are positive, and

$$s^2-(1-p)^2=2p(1-p)>0,$$

so this holds. Finally, $u_+>\pi$ means $1+s>p$, which follows from $p<1$ and $s>0$. Multiplying by $T>0$ and adding $e$ preserves these inequalities.

The theorem says that the set of all $\mu$ with $n(\mu)=\nu$ equals the set containing `lowerMu` and `upperMu`. The inequalities after it put these on opposite sides of $e+\pi T$, so they are distinct and the set has exactly two members. In the proof, `hs1` and `hsp` are $s<1$ and $1-p<s$, while `hf` is the factored quadratic. The two `mul_left_cancel₀` steps remove the factor $d$ in the converse direction.

```lean
/-- At positive temperature, every occupation `ν` strictly between `1/2` and `1/2 + 1/π` is
reached at exactly two chemical potentials, `lowerMu` between `e` and `e + π T` and
`upperMu` above `e + π T`. -/
theorem exactly_two_chemical_potentials {T ν : ℝ} (hT : 0 < T) (e : ℝ)
    (h1 : 1 / 2 < ν) (h2 : ν < 1 / 2 + 1 / π) :
    {mu | occupation T e mu = ν} = {lowerMu T e ν, upperMu T e ν} ∧
      e < lowerMu T e ν ∧ lowerMu T e ν < e + π * T ∧ e + π * T < upperMu T e ν := by
  have hd : 0 < ν - 1 / 2 := by linarith
  have hp : 0 < π * (ν - 1 / 2) := mul_pos Real.pi_pos hd
  have hp1 : π * (ν - 1 / 2) < 1 := by
    have h := (lt_div_iff₀ Real.pi_pos).mp (show ν - 1 / 2 < 1 / π by linarith)
    linarith
  -- the discriminant is positive inside the window
  have hdisc : 0 < 1 - (π * (ν - 1 / 2)) ^ 2 := by nlinarith
  have hs : 0 < splitting ν := Real.sqrt_pos.mpr hdisc
  have hs2 : splitting ν ^ 2 = 1 - (π * (ν - 1 / 2)) ^ 2 := Real.sq_sqrt hdisc.le
  have hs1 : splitting ν < 1 := by nlinarith [pow_pos hp 2]
  have hsp : 1 - π * (ν - 1 / 2) < splitting ν := by
    nlinarith [mul_pos hp (sub_pos.mpr hp1)]
  refine ⟨?_, ?_, ?_, ?_⟩
  · ext mu
    simp only [Set.mem_ofPred_eq, Set.mem_insert_iff, Set.mem_singleton_iff]
    rw [occupation_eq_iff]
    constructor
    · intro hq
      -- the quadratic factors into its two roots
      have hf : ((ν - 1 / 2) * reduced T e mu - 1 + splitting ν) *
          ((ν - 1 / 2) * reduced T e mu - 1 - splitting ν) = 0 := by
        linear_combination (ν - 1 / 2) * hq - hs2
      rcases mul_eq_zero.mp hf with h | h
      · left
        apply (reduced_eq_iff hT).mp
        rw [eq_div_iff hd.ne']
        linarith
      · right
        apply (reduced_eq_iff hT).mp
        rw [eq_div_iff hd.ne']
        linarith
    · rintro (h | h)
      · have hu := (eq_div_iff hd.ne').mp ((reduced_eq_iff hT).mpr h)
        apply mul_left_cancel₀ hd.ne'
        linear_combination (reduced T e mu * (ν - 1 / 2) - 1 - splitting ν) * hu + hs2
      · have hu := (eq_div_iff hd.ne').mp ((reduced_eq_iff hT).mpr h)
        apply mul_left_cancel₀ hd.ne'
        linear_combination (reduced T e mu * (ν - 1 / 2) - 1 + splitting ν) * hu + hs2
  · have h := mul_pos (div_pos (sub_pos.mpr hs1) hd) hT
    unfold lowerMu
    linarith
  · have h : (1 - splitting ν) / (ν - 1 / 2) < π := by
      rw [div_lt_iff₀ hd]
      linarith
    have h' := mul_lt_mul_of_pos_right h hT
    unfold lowerMu
    linarith
  · have h : π < (1 + splitting ν) / (ν - 1 / 2) := by
      rw [lt_div_iff₀ hd]
      linarith
    have h' := mul_lt_mul_of_pos_right h hT
    unfold upperMu
    linarith
```

For $\nu=0.75$, for example, $d=0.25$ and $s\approx0.619$, so $u_-\approx1.524$ and $u_+\approx6.476$. The full Fermi function reaches 0.75 only at $u=\ln3\approx1.099$.

## How the two solutions are paired

Let $\mu$ and $\mu'$ have reduced values $u$ and $v$. Cross-multiplying the equality of their occupations and collecting terms gives

$$u(v^2+\pi^2)-v(u^2+\pi^2)=(u-v)(\pi^2-uv)=0.$$

So either $u=v$ or $uv=\pi^2$. Multiplying by $T$ or $T^2$ turns these into $\mu=\mu'$ or $(\mu-e)(\mu'-e)=(\pi T)^2$. Thus $\pi T$ is the geometric mean of the two distances from the level when the occupations agree at different chemical potentials. In the example above, $1.524\times6.476\approx9.87\approx\pi^2$.

The proof follows this factorisation in `hf`. For the converse, it divides the product condition by $T^2$ to recover $uv=\pi^2$.

```lean
/-- At positive temperature, two chemical potentials give the same occupation exactly when they
coincide or their signed distances `mu - e` and `mu' - e` from the level multiply to `(π T)²`. -/
theorem same_occupation_iff {T : ℝ} (hT : 0 < T) (e mu mu' : ℝ) :
    occupation T e mu = occupation T e mu' ↔
      mu = mu' ∨ (mu - e) * (mu' - e) = (π * T) ^ 2 := by
  have hD : reduced T e mu ^ 2 + π ^ 2 ≠ 0 := by positivity
  have hD' : reduced T e mu' ^ 2 + π ^ 2 ≠ 0 := by positivity
  have hu : mu - e = reduced T e mu * T := by
    linarith [(reduced_eq_iff (e := e) (mu := mu) hT).mp rfl]
  have hv : mu' - e = reduced T e mu' * T := by
    linarith [(reduced_eq_iff (e := e) (mu := mu') hT).mp rfl]
  unfold occupation
  rw [add_right_inj, div_eq_div_iff hD hD']
  constructor
  · intro h
    have hf : (reduced T e mu - reduced T e mu') *
        (π ^ 2 - reduced T e mu * reduced T e mu') = 0 := by
      linear_combination h / 2
    rcases mul_eq_zero.mp hf with h1 | h1
    · left
      linear_combination hu - hv + T * h1
    · right
      rw [hu, hv]
      linear_combination -T ^ 2 * h1
  · rintro (h | h)
    · rw [h]
    · rw [hu, hv] at h
      have huv : reduced T e mu * reduced T e mu' = π ^ 2 :=
        mul_right_cancel₀ (pow_ne_zero 2 hT.ne') (by linear_combination h)
      linear_combination -2 * (reduced T e mu - reduced T e mu') * huv
```

## Falling occupation above the maximum

For $\pi\le u<v$, the same factorisation gives the difference of the two occupations:

$$\frac{2u}{u^2+\pi^2}-\frac{2v}{v^2+\pi^2}=\frac{2(v-u)(uv-\pi^2)}{(u^2+\pi^2)(v^2+\pi^2)}>0,$$

because $v>u\ge\pi$ implies $uv>\pi^2$. Raising the chemical potential therefore lowers the occupation everywhere from $e+\pi T$ upwards. `StrictAntiOn` expresses this on the half-line `Set.Ici (e + π * T)`, which includes its endpoint. In the proof, `hprod` is the inequality $uv>\pi^2$.

```lean
/-- At positive temperature the occupation strictly decreases as the chemical potential
rises from `e + π T` upwards. -/
theorem occupation_strictAntiOn {T : ℝ} (hT : 0 < T) (e : ℝ) :
    StrictAntiOn (occupation T e) (Set.Ici (e + π * T)) := by
  intro a ha b _ hab
  have ha' : e + π * T ≤ a := ha
  have hu : π ≤ reduced T e a := by
    unfold reduced
    rw [le_div_iff₀ hT]
    linarith
  have huv : reduced T e a < reduced T e b := by
    unfold reduced
    gcongr
  have hprod : 0 < reduced T e a * reduced T e b - π ^ 2 := by
    nlinarith [Real.pi_pos, mul_nonneg (sub_nonneg.mpr hu) (Real.pi_pos.le.trans (hu.trans huv.le)),
      mul_pos Real.pi_pos (sub_pos.mpr (hu.trans_lt huv))]
  have h : 2 * reduced T e b / (reduced T e b ^ 2 + π ^ 2) <
      2 * reduced T e a / (reduced T e a ^ 2 + π ^ 2) := by
    rw [div_lt_div_iff₀ (by positivity) (by positivity)]
    nlinarith [mul_pos (sub_pos.mpr huv) hprod]
  unfold occupation
  linarith
```

This affects a search for $\mu$ directly. Suppose the target is $\nu=0.75$ and the current value is $u=8$. The truncated occupation is about 0.717, which is too small. A rule that raises $\mu$ whenever charge is missing then moves away from both solutions, and the occupation drops further. For a non-interacting system with finitely many levels, summing the inequality over the levels shows that the truncated electron number also falls once $\mu$ is at least $\pi T$ above the highest level, though the theorem itself concerns one level.

## The excluded value 1/2

Putting $\nu=\frac12$ in the occupation condition leaves $0=2u$, so the only solution is $\mu=e$. The proof substitutes this value into the quadratic and reads off $u=0$.

```lean
/-- At positive temperature the occupation `1/2` is reached only when the chemical
potential lies at the level. -/
theorem occupation_eq_half_iff {T : ℝ} (hT : 0 < T) (e mu : ℝ) :
    occupation T e mu = 1 / 2 ↔ mu = e := by
  rw [occupation_eq_iff]
  constructor
  · intro h
    have h0 : reduced T e mu = 0 := by linarith
    linarith [(reduced_eq_iff hT).mp h0]
  · intro h
    simp [reduced, h]

end

end SingleMatsubaraPair
```

This is the counter-example to admitting $\nu=\frac12$ in the theorem on two solutions: the count falls to one. It shows that the count needs $\nu\neq\frac12$, which is weaker than $\nu>\frac12$. At $\nu=\frac14$, for instance, there are again two solutions, $u\approx-1.524$ and $u\approx-6.476$, but both lie below the level. At the other end, $\nu=\frac12+\frac1\pi$ is reached only once, by the theorem on the maximum.

The sign of $T$ matters for the ordering, as a formal example outside the physical model shows. With $e=0$, $T=-1$ and $\nu=0.75$, the two solutions are $\mu\approx-1.524$ and $\mu\approx-6.476$. There are still two, but `lowerMu` now lies below $e$ and is the larger of them, so $T\neq0$ alone would not give the stated inequalities.

```lean
#print axioms SingleMatsubaraPair.exactly_two_chemical_potentials
#print axioms SingleMatsubaraPair.same_occupation_iff
#print axioms SingleMatsubaraPair.occupation_strictAntiOn
#print axioms SingleMatsubaraPair.occupation_eq_half_iff
```

```
'SingleMatsubaraPair.exactly_two_chemical_potentials' depends on axioms: [propext, Classical.choice, Quot.sound]
'SingleMatsubaraPair.same_occupation_iff' depends on axioms: [propext, Classical.choice, Quot.sound]
'SingleMatsubaraPair.occupation_strictAntiOn' depends on axioms: [propext, Classical.choice, Quot.sound]
'SingleMatsubaraPair.occupation_eq_half_iff' depends on axioms: [propext, Classical.choice, Quot.sound]
```
